# A closed form for integrals of two Kummer polynomials with weight $r^{c-1}e^{-sr}$

For natural numbers $m,m'\ge 0$ and $c\ge 1$, and real $s>0$ and $k,k'\ne s$,

$$
\int_0^\infty r^{c-1}e^{-sr}\,{}_1F_1(-m;c;kr)\,{}_1F_1(-m';c;k'r)\,dr
=\frac{(c-1)!\,(s-k)^m(s-k')^{m'}}{s^{c+m+m'}}\;{}_2F_1(-m,-m';c;z),
$$

with $z=kk'/((s-k)(s-k'))$. Both kinds of hypergeometric function are finite sums here.

## Matrix elements of $1/r$ in hydrogenic and Sturmian bases

In atomic units, the bound radial functions of hydrogen are

$$
R_{nl}(r)=N_{nl}\,r^l e^{-r/n}\,{}_1F_1(-(n-l-1);2l+2;2r/n),\qquad
N_{nl}=\frac{(2/n)^{l+3/2}}{(2l+1)!}\sqrt{\frac{(n+l)!}{2n\,(n-l-1)!}} .
$$

With $c=2l+2$, $m=n-l-1$ and $m'=n'-l-1$, the integral times $N_{nl}N_{n'l}$ is the matrix element of $1/r$ between two one-electron states with the same $l$, magnetic quantum number and spin. A code can use the finite sum in place of quadrature, or to test it.

Here $s=1/n+1/n'$, $k=2/n$ and $k'=2/n'$, so $z=-4nn'/(n-n')^2$, the argument in Gordon's formula for dipole transitions. The dipole integral itself has a higher power of $r$ and lower parameters that differ by two, so it is a different integral.

## From exponential moments to the Gauss sum

Put $d=c-1$. Since $(-m)_i=(-1)^i\,i!\binom mi$ and $(d+1)_i=(d+i)!/d!$,

$$
{}_1F_1(-m;d+1;x)=\sum_{i=0}^m(-1)^i\binom mi\frac{d!}{(d+i)!}\,x^i .
$$

Inserting both polynomials and using $\int_0^\infty r^Ne^{-sr}dr=N!/s^{N+1}$ gives

$$
I=\frac{(d!)^2}{s^{d+1}}\sum_{i,j}\binom mi\binom{m'}j\Big(-\frac ks\Big)^i\Big(-\frac{k'}s\Big)^j\frac{(d+i+j)!}{(d+i)!\,(d+j)!}.
$$

The last factor couples $i$ and $j$. Vandermonde's convolution, $\binom{d+i+j}{i}=\sum_p\binom jp\binom{d+i}{i-p}$, multiplied by $i!/(d+i)!$, separates them:

$$
\frac{(d+i+j)!}{(d+i)!\,(d+j)!}=\sum_p\binom ip\binom jp\frac{p!}{(d+p)!}.
$$

For $p\le m$, the identity $\binom mi\binom ip=\binom mp\binom{m-p}{i-p}$ and the binomial theorem give

$$
\sum_i\binom mi\binom ip x^i=\binom mp x^p(1+x)^{m-p}.
$$

Applying this to both sums yields, for every real $k$ and $k'$,

$$
I=\frac{d!}{s^{d+1}}\sum_{p=0}^{\min(m,m')}\frac{d!\,p!}{(d+p)!}\binom mp\binom{m'}p\Big(\frac{kk'}{s^2}\Big)^p\Big(1-\frac ks\Big)^{m-p}\Big(1-\frac{k'}s\Big)^{m'-p}.
$$

If $k,k'\ne s$, taking out $(1-k/s)^m(1-k'/s)^{m'}$ leaves $z^p$ in each term. The coefficient is $(-m)_p(-m')_p/((c)_p\,p!)$, which gives the stated result.

## Equal exponents and the smallest polynomials

When $k=k'=s$, as for hydrogen at $n=n'$, $z$ is undefined, but the finite sum for $I$ still holds. Only $p=m=m'$ survives:

$$
I=\delta_{mm'}\,\frac{(d!)^2\,m!}{s^{d+1}(d+m)!}.
$$

With $c=2l+2$ and $s=2\kappa$, this is the orthogonality under the weight $1/r$ of Coulomb Sturmians with the same $l$, which have the hydrogenic form with $1/n$ in the exponential and in the polynomial replaced by a common $\kappa>0$. For hydrogen, multiplying by $N_{nl}^2$ gives $\langle 1/r\rangle=1/n^2$.

For $m=m'=0$ the integral is $(c-1)!/s^c$. For $m=m'=c=1$ it is $\frac1s\left[(1-\frac ks)(1-\frac{k'}s)+\frac{kk'}{s^2}\right]$, as direct integration of $e^{-sr}(1-kr)(1-k'r)$ confirms.

## The Lean file

```lean
import Mathlib

open Finset MeasureTheory Set
open scoped Nat

namespace HydrogenicGordonIntegral

noncomputable section

/-- The rising factorial `a (a+1) ⋯ (a+p-1)`. -/
def rising (a : ℝ) (p : ℕ) : ℝ := ∏ j ∈ Finset.range p, (a + j)

/-- The terminating confluent hypergeometric function `1F1(-m; c; x)`. -/
def kummer (m : ℕ) (c x : ℝ) : ℝ :=
  ∑ i ∈ Finset.range (m + 1), rising (-(m : ℝ)) i / (rising c i * (i)!) * x ^ i

/-- The terminating Gauss hypergeometric function `2F1(-m, -m'; c; z)`. -/
def gauss (m m' : ℕ) (c z : ℝ) : ℝ :=
  ∑ p ∈ Finset.range (m + 1),
    rising (-(m : ℝ)) p * rising (-(m' : ℝ)) p / (rising c p * (p)!) * z ^ p

/-- The rising factorial of `-m` is a signed binomial coefficient times a factorial. -/
theorem rising_neg (m i : ℕ) :
    rising (-(m : ℝ)) i = (-1) ^ i * (i)! * (m.choose i : ℝ) := by
  induction i with
  | zero => simp [rising]
  | succ i ih =>
    have h : (m.choose (i + 1) : ℝ) * (i + 1) = m.choose i * ((m : ℝ) - i) := by
      rcases le_or_gt i m with h | h
      · have h2 : ((m.choose (i + 1) * (i + 1) : ℕ) : ℝ) = ((m.choose i * (m - i) : ℕ) : ℝ) := by
          rw [Nat.choose_succ_right_eq m i]
        rw [Nat.cast_mul, Nat.cast_mul, Nat.cast_sub h, Nat.cast_add, Nat.cast_one] at h2
        exact h2
      · rw [Nat.choose_eq_zero_of_lt h, Nat.choose_eq_zero_of_lt (by omega : m < i + 1)]
        simp
    rw [show rising (-(m : ℝ)) (i + 1) = rising (-(m : ℝ)) i * (-(m : ℝ) + i) from
      Finset.prod_range_succ _ _, ih, Nat.factorial_succ]
    push_cast
    linear_combination ((-1) ^ i * ((i)! : ℝ)) * h

/-- The rising factorial of the positive integer `d + 1` is a ratio of factorials. -/
theorem rising_succ_nat (d p : ℕ) : rising ((d : ℝ) + 1) p = ((d + p)! : ℝ) / (d)! := by
  induction p with
  | zero => simp [rising, Nat.factorial_ne_zero]
  | succ p ih =>
    rw [show rising ((d : ℝ) + 1) (p + 1) = rising ((d : ℝ) + 1) p * ((d : ℝ) + 1 + p) from
      Finset.prod_range_succ _ _, ih, ← add_assoc d p 1, Nat.factorial_succ]
    push_cast
    ring

/-- The Kummer polynomial with lower parameter `d + 1`, written with binomials and factorials. -/
theorem kummer_eq (m d : ℕ) (x : ℝ) : kummer m ((d : ℝ) + 1) x =
    ∑ i ∈ Finset.range (m + 1),
      (-1) ^ i * (m.choose i : ℝ) * (((d)! : ℝ) / (d + i)!) * x ^ i := by
  unfold kummer
  refine Finset.sum_congr rfl fun i _ => ?_
  have h1 : ((d)! : ℝ) ≠ 0 := by positivity
  have h2 : ((d + i)! : ℝ) ≠ 0 := by positivity
  have h3 : ((i)! : ℝ) ≠ 0 := by positivity
  rw [rising_neg, rising_succ_nat]
  field_simp

/-- For `s > 0`, every natural-number power of `r` is integrable against `exp (-s r)` on the
half-line, with the factorial moment as its integral. -/
theorem exponential_moment (N : ℕ) {s : ℝ} (hs : 0 < s) :
    IntegrableOn (fun r : ℝ => r ^ N * Real.exp (-(s * r))) (Ioi 0) ∧
    ∫ r in Ioi (0 : ℝ), r ^ N * Real.exp (-(s * r)) = (N)! / s ^ (N + 1) := by
  have hval : ∫ r in Ioi (0 : ℝ), r ^ N * Real.exp (-(s * r)) = (N)! / s ^ (N + 1) := by
    have h := Real.integral_rpow_mul_exp_neg_mul_Ioi (a := (N : ℝ) + 1) (r := s)
      (by positivity) hs
    have e2 := Real.rpow_natCast (1 / s) (N + 1)
    rw [Nat.cast_add, Nat.cast_one] at e2
    rw [Real.Gamma_nat_eq_factorial, e2] at h
    simp only [add_sub_cancel_right, Real.rpow_natCast] at h
    rw [h, one_div, inv_pow, div_eq_mul_inv, mul_comm]
  refine ⟨?_, hval⟩
  by_contra h
  have h0 : ∫ r in Ioi (0 : ℝ), r ^ N * Real.exp (-(s * r)) = 0 := integral_undef h
  have hpos : (0 : ℝ) < (N)! / s ^ (N + 1) := by positivity
  linarith

/-- Vandermonde's convolution, in the form that separates the indices `i` and `j`. -/
theorem vandermonde_split (d i j M : ℕ) (hi : i ≤ M) :
    ((d + i + j)! : ℝ) / ((d + i)! * (d + j)!) = ∑ p ∈ Finset.range (M + 1),
      (i.choose p : ℝ) * (j.choose p : ℝ) * (((p)! : ℝ) / (d + p)!) := by
  have hv : (j + (d + i)).choose i =
      ∑ p ∈ Finset.range (i + 1), j.choose p * (d + i).choose (i - p) :=
    (Nat.add_choose_eq j (d + i) i).trans
      (Finset.Nat.sum_antidiagonal_eq_sum_range_succ
        (fun a b => j.choose a * (d + i).choose b) i)
  have hL := Nat.choose_mul_factorial_mul_factorial (show i ≤ j + (d + i) by omega)
  rw [show j + (d + i) - i = d + j by omega] at hL
  have hL' : ((j + (d + i)).choose i : ℝ) * (i)! * (d + j)! = (j + (d + i))! := by
    exact_mod_cast hL
  rw [show d + i + j = j + (d + i) by omega]
  calc ((j + (d + i))! : ℝ) / ((d + i)! * (d + j)!)
      = ((i)! : ℝ) / (d + i)! * ((j + (d + i)).choose i : ℝ) := by
        rw [div_mul_eq_mul_div, div_eq_div_iff (by positivity) (by positivity)]
        linear_combination (-((d + i)! : ℝ)) * hL'
    _ = ∑ p ∈ Finset.range (i + 1), ((i)! : ℝ) / (d + i)! *
          ((j.choose p * (d + i).choose (i - p) : ℕ) : ℝ) := by
        rw [hv, Nat.cast_sum, Finset.mul_sum]
    _ = ∑ p ∈ Finset.range (i + 1),
          (i.choose p : ℝ) * (j.choose p : ℝ) * (((p)! : ℝ) / (d + p)!) := by
        refine Finset.sum_congr rfl fun p hp => ?_
        have hp' : p ≤ i := Nat.lt_succ_iff.1 (Finset.mem_range.1 hp)
        have h2 := Nat.choose_mul_factorial_mul_factorial hp'
        have h3 := Nat.choose_mul_factorial_mul_factorial (show i - p ≤ d + i by omega)
        rw [show d + i - (i - p) = d + p by omega] at h3
        have h2' : (i.choose p : ℝ) * (p)! * (i - p)! = (i)! := by exact_mod_cast h2
        have h3' : ((d + i).choose (i - p) : ℝ) * (i - p)! * (d + p)! = (d + i)! := by
          exact_mod_cast h3
        have key : (i.choose p : ℝ) * (p)! / (d + p)! =
            (i)! * ((d + i).choose (i - p) : ℝ) / (d + i)! := by
          rw [div_eq_div_iff (by positivity) (by positivity)]
          linear_combination (-((i.choose p : ℝ) * (p)!)) * h3' +
            (((d + i).choose (i - p) : ℝ) * (d + p)!) * h2'
        rw [Nat.cast_mul]
        linear_combination (-(j.choose p : ℝ)) * key
    _ = _ := by
        refine Finset.sum_subset (fun p hp => ?_) fun p _ hp => ?_
        · rw [Finset.mem_range] at hp ⊢
          omega
        · rw [Finset.mem_range] at hp
          rw [Nat.choose_eq_zero_of_lt (by omega : i < p)]
          simp

/-- The binomial theorem weighted with a further binomial coefficient. -/
theorem binomial_moment (m p : ℕ) (x : ℝ) :
    ∑ i ∈ Finset.range (m + 1), (m.choose i : ℝ) * (i.choose p : ℝ) * x ^ i =
      (m.choose p : ℝ) * x ^ p * (1 + x) ^ (m - p) := by
  rcases lt_or_ge m p with h | h
  · rw [Nat.choose_eq_zero_of_lt h, Finset.sum_eq_zero]
    · simp
    · intro i hi
      rw [Finset.mem_range] at hi
      rw [Nat.choose_eq_zero_of_lt (by omega : i < p)]
      simp
  · obtain ⟨q, rfl⟩ := Nat.exists_eq_add_of_le h
    have h0 : ∑ i ∈ Finset.range p, ((p + q).choose i : ℝ) * (i.choose p : ℝ) * x ^ i = 0 := by
      refine Finset.sum_eq_zero fun i hi => ?_
      rw [Nat.choose_eq_zero_of_lt (Finset.mem_range.1 hi)]
      simp
    rw [add_assoc p q 1, Finset.sum_range_add, h0, zero_add, add_tsub_cancel_left,
      add_comm 1 x, add_pow, Finset.mul_sum]
    refine Finset.sum_congr rfl fun a ha => ?_
    have ha' := Finset.mem_range.1 ha
    have hc : (p + q).choose (p + a) * (p + a).choose p =
        (p + q).choose p * (p + q - p).choose (p + a - p) :=
      Nat.choose_mul (by omega)
    rw [add_tsub_cancel_left, add_tsub_cancel_left] at hc
    have hc' : ((p + q).choose (p + a) : ℝ) * ((p + a).choose p : ℝ) =
        ((p + q).choose p : ℝ) * (q.choose a : ℝ) := by exact_mod_cast hc
    rw [hc', one_pow, pow_add]
    ring

/-- The radial integral with `c = d + 1` as a finite sum, for all real `k` and `k'`. -/
theorem radial_integral_sum (d m m' : ℕ) (k k' : ℝ) {s : ℝ} (hs : 0 < s) :
    ∫ r in Ioi (0 : ℝ), r ^ d * Real.exp (-(s * r)) *
        kummer m ((d : ℝ) + 1) (k * r) * kummer m' ((d : ℝ) + 1) (k' * r) =
      ∑ p ∈ Finset.range (m + 1), ((d)! : ℝ) / s ^ (d + 1) * ((d)! * (p)! / (d + p)!) *
        ((m.choose p : ℝ) * (m'.choose p : ℝ) * (k / s * (k' / s)) ^ p *
          (1 - k / s) ^ (m - p) * (1 - k' / s) ^ (m' - p)) := by
  -- expand both polynomials under the integral
  have hpt : ∀ r : ℝ, r ^ d * Real.exp (-(s * r)) *
      kummer m ((d : ℝ) + 1) (k * r) * kummer m' ((d : ℝ) + 1) (k' * r) =
      ∑ i ∈ Finset.range (m + 1), ∑ j ∈ Finset.range (m' + 1),
        ((-1) ^ i * (m.choose i : ℝ) * (((d)! : ℝ) / (d + i)!) * k ^ i *
          ((-1) ^ j * (m'.choose j : ℝ) * (((d)! : ℝ) / (d + j)!) * k' ^ j)) *
        (r ^ (d + i + j) * Real.exp (-(s * r))) := by
    intro r
    rw [kummer_eq, kummer_eq, mul_assoc, Finset.sum_mul_sum, Finset.mul_sum]
    refine Finset.sum_congr rfl fun i _ => ?_
    rw [Finset.mul_sum]
    refine Finset.sum_congr rfl fun j _ => ?_
    ring
  simp only [hpt]
  rw [MeasureTheory.integral_finsetSum]
  swap
  · intro i _
    exact MeasureTheory.integrable_finsetSum _ fun j _ => (exponential_moment _ hs).1.const_mul _
  calc _ = ∑ i ∈ Finset.range (m + 1), ∑ j ∈ Finset.range (m' + 1),
        ∑ p ∈ Finset.range (m + 1), ((d)! : ℝ) / s ^ (d + 1) * ((d)! * (p)! / (d + p)!) *
          (((m.choose i : ℝ) * (i.choose p : ℝ) * (-(k / s)) ^ i) *
            ((m'.choose j : ℝ) * (j.choose p : ℝ) * (-(k' / s)) ^ j)) := by
        refine Finset.sum_congr rfl fun i hi => ?_
        rw [MeasureTheory.integral_finsetSum]
        swap
        · intro j _
          exact (exponential_moment _ hs).1.const_mul _
        refine Finset.sum_congr rfl fun j _ => ?_
        rw [integral_const_mul, (exponential_moment _ hs).2]
        -- separate the two indices
        trans ((d)! : ℝ) * (d)! / s ^ (d + 1) * ((m.choose i : ℝ) * (-(k / s)) ^ i) *
          ((m'.choose j : ℝ) * (-(k' / s)) ^ j) *
          (((d + i + j)! : ℝ) / ((d + i)! * (d + j)!))
        · rw [neg_pow (k / s) i, neg_pow (k' / s) j, div_pow, div_pow]
          ring
        · rw [vandermonde_split d i j m (Nat.lt_succ_iff.1 (Finset.mem_range.1 hi)),
            Finset.mul_sum]
          refine Finset.sum_congr rfl fun p _ => ?_
          ring
    _ = ∑ p ∈ Finset.range (m + 1), ∑ i ∈ Finset.range (m + 1),
        ∑ j ∈ Finset.range (m' + 1), ((d)! : ℝ) / s ^ (d + 1) * ((d)! * (p)! / (d + p)!) *
          (((m.choose i : ℝ) * (i.choose p : ℝ) * (-(k / s)) ^ i) *
            ((m'.choose j : ℝ) * (j.choose p : ℝ) * (-(k' / s)) ^ j)) :=
        (Finset.sum_congr rfl fun i _ => Finset.sum_comm).trans Finset.sum_comm
    _ = _ := by
        refine Finset.sum_congr rfl fun p _ => ?_
        simp only [← Finset.mul_sum]
        rw [← Finset.sum_mul, binomial_moment, binomial_moment, ← sub_eq_add_neg,
          ← sub_eq_add_neg]
        have hsg : (-(k / s)) ^ p * (-(k' / s)) ^ p = (k / s * (k' / s)) ^ p := by
          rw [← mul_pow, neg_mul_neg]
        rw [← hsg]
        ring

/-- For `k` and `k'` different from `s`, the integral of two Kummer polynomials against `r^(c-1) exp
(-s r)` is an explicit prefactor times a terminating Gauss hypergeometric function. -/
theorem radial_integral (c m m' : ℕ) (hc : 1 ≤ c) {s k k' : ℝ} (hs : 0 < s)
    (hk : k ≠ s) (hk' : k' ≠ s) :
    ∫ r in Ioi (0 : ℝ), r ^ (c - 1) * Real.exp (-(s * r)) *
        kummer m c (k * r) * kummer m' c (k' * r) =
      ((c - 1)! : ℝ) * (s - k) ^ m * (s - k') ^ m' / s ^ (c + m + m') *
        gauss m m' c (k * k' / ((s - k) * (s - k'))) := by
  obtain ⟨d, rfl⟩ := Nat.exists_eq_add_of_le' hc
  simp only [Nat.add_sub_cancel, Nat.cast_add, Nat.cast_one]
  rw [radial_integral_sum d m m' k k' hs]
  unfold gauss
  rw [Finset.mul_sum]
  refine Finset.sum_congr rfl fun p hp => ?_
  have hsg : ((-1 : ℝ)) ^ p * (-1) ^ p = 1 := by
    rw [← mul_pow]
    simp
  have hprod : rising (-(m : ℝ)) p * rising (-(m' : ℝ)) p =
      (p)! * (p)! * ((m.choose p : ℝ) * (m'.choose p : ℝ)) := by
    rw [rising_neg, rising_neg]
    linear_combination (((p)! : ℝ) * (m.choose p : ℝ) * ((p)! * (m'.choose p : ℝ))) * hsg
  rw [hprod, rising_succ_nat]
  rcases lt_or_ge m' p with h | h
  · rw [Nat.choose_eq_zero_of_lt h]
    simp
  · obtain ⟨a, rfl⟩ := Nat.exists_eq_add_of_le (Nat.lt_succ_iff.1 (Finset.mem_range.1 hp))
    obtain ⟨b, rfl⟩ := Nat.exists_eq_add_of_le h
    have hs0 : s ≠ 0 := hs.ne'
    have hU : s - k ≠ 0 := sub_ne_zero.2 hk.symm
    have hV : s - k' ≠ 0 := sub_ne_zero.2 hk'.symm
    have h1 : ((d)! : ℝ) ≠ 0 := by positivity
    have h2 : ((d + p)! : ℝ) ≠ 0 := by positivity
    have h3 : ((p)! : ℝ) ≠ 0 := by positivity
    rw [add_tsub_cancel_left, add_tsub_cancel_left,
      show 1 - k / s = (s - k) / s by rw [sub_div, div_self hs0],
      show 1 - k' / s = (s - k') / s by rw [sub_div, div_self hs0]]
    generalize s - k = U at hU ⊢
    generalize s - k' = V at hV ⊢
    simp only [div_pow, mul_pow, pow_add]
    field_simp

/-- For `k = k' = s` the radial integral vanishes unless `m = m'`, and then has the stated
value. -/
theorem radial_integral_equal (d m m' : ℕ) {s : ℝ} (hs : 0 < s) :
    ∫ r in Ioi (0 : ℝ), r ^ d * Real.exp (-(s * r)) *
        kummer m ((d : ℝ) + 1) (s * r) * kummer m' ((d : ℝ) + 1) (s * r) =
      if m = m' then ((d)! : ℝ) / s ^ (d + 1) * ((d)! * (m)! / (d + m)!) else 0 := by
  rw [radial_integral_sum d m m' s s hs, div_self hs.ne', sub_self, Finset.sum_eq_single m]
  · rcases lt_trichotomy m m' with h | rfl | h
    · rw [if_neg h.ne, zero_pow (by omega : m' - m ≠ 0)]
      simp
    · simp
    · rw [if_neg h.ne', Nat.choose_eq_zero_of_lt h]
      simp
  · intro p hp hpm
    have hp' := Finset.mem_range.1 hp
    rw [zero_pow (by omega : m - p ≠ 0)]
    simp
  · intro h
    exact absurd (Finset.mem_range.2 (Nat.lt_succ_self m)) h

/-- The radial integral for hydrogenic exponents `1/n` and `1/n'` with `n ≠ n'`, where the
Gauss function has Gordon's argument `-4nn'/(n-n')²`. -/
theorem gordon_argument (c m m' : ℕ) (hc : 1 ≤ c) {n n' : ℝ} (hn : 0 < n) (hn' : 0 < n')
    (hne : n ≠ n') :
    ∫ r in Ioi (0 : ℝ), r ^ (c - 1) * Real.exp (-((1 / n + 1 / n') * r)) *
        kummer m c (2 / n * r) * kummer m' c (2 / n' * r) =
      ((c - 1)! : ℝ) * ((n - n') / (n * n')) ^ m * ((n' - n) / (n * n')) ^ m' /
        ((n + n') / (n * n')) ^ (c + m + m') *
        gauss m m' c (-4 * n * n' / (n - n') ^ 2) := by
  have hn0 : n ≠ 0 := hn.ne'
  have hn0' : n' ≠ 0 := hn'.ne'
  have hD : n - n' ≠ 0 := sub_ne_zero.2 hne
  have hD' : n' - n ≠ 0 := sub_ne_zero.2 hne.symm
  have h1 : 1 / n + 1 / n' - 2 / n = (n - n') / (n * n') := by
    field_simp
    ring
  have h2 : 1 / n + 1 / n' - 2 / n' = (n' - n) / (n * n') := by
    field_simp
    ring
  have h3 : 1 / n + 1 / n' = (n + n') / (n * n') := by
    field_simp
    ring
  have h4 : 2 / n * (2 / n') / ((1 / n + 1 / n' - 2 / n) * (1 / n + 1 / n' - 2 / n')) =
      -4 * n * n' / (n - n') ^ 2 := by
    rw [h1, h2, show n' - n = -(n - n') by ring]
    generalize n - n' = D at hD ⊢
    field_simp
    ring
  have hk : 2 / n ≠ 1 / n + 1 / n' := by
    intro e
    have h0 : (n - n') / (n * n') = 0 := by
      rw [← h1]
      linarith
    exact div_ne_zero hD (mul_ne_zero hn0 hn0') h0
  have hk' : 2 / n' ≠ 1 / n + 1 / n' := by
    intro e
    have h0 : (n' - n) / (n * n') = 0 := by
      rw [← h2]
      linarith
    exact div_ne_zero hD' (mul_ne_zero hn0 hn0') h0
  rw [radial_integral c m m' hc (by positivity) hk hk', h4, h1, h2, h3]

end

end HydrogenicGordonIntegral
```

```lean
#print axioms HydrogenicGordonIntegral.radial_integral
-- 'HydrogenicGordonIntegral.radial_integral' depends on axioms: [propext, Classical.choice, Quot.sound]
#print axioms HydrogenicGordonIntegral.radial_integral_equal
-- 'HydrogenicGordonIntegral.radial_integral_equal' depends on axioms: [propext, Classical.choice, Quot.sound]
#print axioms HydrogenicGordonIntegral.gordon_argument
-- 'HydrogenicGordonIntegral.gordon_argument' depends on axioms: [propext, Classical.choice, Quot.sound]
```

## Scope of the theorems and course of the proof

`kummer` and `gauss` are the terminating sums, built on the product `rising`. The sum in `gauss` runs to `m`; terms with `p` above `m'` vanish. The integral over `Ioi 0` is the Lebesgue integral on the half-line, and `hs` makes the exponential decay.

`radial_integral` is the opening identity, and `radial_integral_equal` is the case $k=k'=s$. `gordon_argument` takes positive real `n ≠ n'` and leaves `m` and `m'` independent of them; the hydrogenic assignment of $m$, $m'$ and $c$, like the normalisation, is supplied by the user. The equalities concern exact real numbers. For $n\ne n'$ the terms of the Gauss sum alternate in sign, so floating-point cancellation needs its own check.

`radial_integral_sum` follows the derivation: `hpt` expands the integrand, `vandermonde_split` separates the indices, `Finset.sum_comm` moves the sum over `p` outside, and `binomial_moment` is applied twice. `radial_integral` then writes `m = p + a` and `m' = p + b`, which removes the subtractions from the exponents, and `field_simp` matches the terms.

Exchanging sum and integral requires integrability, which `exponential_moment` obtains from the value of the integral. Mathlib assigns the integral of a non-integrable function the value zero (`integral_undef`). The Gamma-function formula gives $N!/s^{N+1}>0$, so the function must be integrable, and no separate estimate of the tail is needed.
